# An upper bound, linear in the discarded weight, on the energy error of a truncated CI eigenvector

Let $H$ be a real symmetric matrix over a finite set of orthonormal determinants, with $\langle x,Hx\rangle\le M\langle x,x\rangle$ for all $x$, and let $\psi$ be a unit vector with $H\psi=E\psi$. Set the coefficients of $\psi$ outside a set $S$ to zero, call the result $\varphi$, and let $w=\sum_{i\notin S}\psi_i^2$ be the discarded weight. If $w<1$, then

$$\frac{\langle\varphi,H\varphi\rangle}{\langle\varphi,\varphi\rangle}-E\;\le\;(M-E)\,w\;\le\;\frac{(M-E)\,w}{1-w}.$$

The first bound is attained by two-level examples. The second is strict when $w>0$ and $E<M$. For a CI expansion in a finite basis with real coefficients, this limits the energy cost of deleting determinants without reoptimising the coefficients that remain.

In Lean, the type `n` labels the determinants, a vector is a function `n → ℝ`, `⬝ᵥ` is the inner product and `*ᵥ` applies a matrix to a vector.

```lean
import Mathlib

open Matrix

namespace TruncatedCIEnergy

noncomputable section

variable {n : Type*} [Fintype n]
```

The truncated vector is not renormalised, so the energy is defined as a quotient.

```lean
/-- The energy expectation value `⟨φ, H φ⟩ / ⟨φ, φ⟩` of an unnormalised vector. -/
def energy (H : Matrix n n ℝ) (φ : n → ℝ) : ℝ := (φ ⬝ᵥ H *ᵥ φ) / (φ ⬝ᵥ φ)
```

## A symmetric Hamiltonian and an exact eigenvector

Symmetry (`hH`) is Hermiticity for real matrices. The equation $H\psi=E\psi$ (`hψ`) says that $\psi$ is an exact stationary state within the determinant space; it need not be the ground state. By hand, both enter when a multiple $c\psi$ is subtracted from $\varphi$:

$$\begin{aligned}\langle\varphi-c\psi,(H-E)(\varphi-c\psi)\rangle={}&\langle\varphi,(H-E)\varphi\rangle-c\langle\varphi,(H-E)\psi\rangle\\&-c\langle\psi,(H-E)\varphi\rangle+c^2\langle\psi,(H-E)\psi\rangle.\end{aligned}$$

The second and fourth terms vanish because $(H-E)\psi=0$. The third vanishes because symmetry moves $H-E$ onto $\psi$. In the proof that move is `hleft`; the remaining lines expand the products and collect terms.

```lean
/-- For symmetric `H`, subtracting a multiple of an eigenvector `ψ` with eigenvalue `E` from any
vector `φ` leaves the quadratic form of `H - E` unchanged. -/
theorem quadratic_form_shift {H : Matrix n n ℝ} (hH : H.IsSymm) {ψ : n → ℝ} {E : ℝ}
    (hψ : H *ᵥ ψ = E • ψ) (φ : n → ℝ) (c : ℝ) :
    (φ - c • ψ) ⬝ᵥ H *ᵥ (φ - c • ψ) - E * ((φ - c • ψ) ⬝ᵥ (φ - c • ψ))
      = φ ⬝ᵥ H *ᵥ φ - E * (φ ⬝ᵥ φ) := by
  -- symmetry lets `H` act on the eigenvector to its left
  have hleft : ψ ⬝ᵥ H *ᵥ φ = E * (ψ ⬝ᵥ φ) := by
    rw [Matrix.dotProduct_mulVec, ← Matrix.mulVec_transpose, hH.eq, hψ,
      smul_dotProduct, smul_eq_mul]
  simp only [Matrix.mulVec_sub, Matrix.mulVec_smul, hψ, sub_dotProduct, dotProduct_sub,
    smul_dotProduct, dotProduct_smul, smul_eq_mul, hleft]
  ring
```

Without symmetry the linear bound can fail. Take $H=\begin{pmatrix}1&-1\\0&0\end{pmatrix}$, $\psi=(1,1)/\sqrt2$, $E=0$ and $M=3/2$. Keeping the first determinant gives error $1$, but $(M-E)w=3/4$.

Without the eigenvector equation it can fail even if $E$ is the expectation value of $H$ in $\psi$. For $H=\mathrm{diag}(1,0)$ and the same $\psi$, $E=1/2$ and $M=1$; keeping the first determinant gives error $1/2$, against a bound of $1/4$.

## Unit norm, which makes the weight a fraction

The hypothesis `hn` states $\langle\psi,\psi\rangle=1$, so that $w$ is the probability carried by the deleted determinants. The next definitions give $\varphi$, $w$ and the contaminant $\eta=\varphi-(1-w)\psi$.

```lean
variable [DecidableEq n]

/-- The CI vector `ψ` with all coefficients outside the set `S` of determinants set to zero. -/
def truncate (S : Finset n) (ψ : n → ℝ) : n → ℝ := fun i => if i ∈ S then ψ i else 0

/-- The sum of the squared coefficients of `ψ` outside `S`. -/
def discardedWeight (S : Finset n) (ψ : n → ℝ) : ℝ := ∑ i ∈ Sᶜ, ψ i ^ 2

/-- The truncated vector minus `1 - w` times the full vector `ψ`, where `w` is the
discarded weight. -/
def contaminant (S : Finset n) (ψ : n → ℝ) : n → ℝ :=
  truncate S ψ - (1 - discardedWeight S ψ) • ψ
```

Since $\varphi$ agrees with $\psi$ on $S$ and vanishes elsewhere,

$$\langle\varphi,\varphi\rangle=\langle\varphi,\psi\rangle=\sum_{i\in S}\psi_i^2=1-w.$$

The proof obtains this by splitting the full sum into $S$ and its complement.

```lean
/-- For a unit vector with discarded weight `w`, the truncated vector has squared norm `1 - w`
and the same overlap `1 - w` with the full vector. -/
theorem truncate_norm_and_overlap (S : Finset n) {ψ : n → ℝ} (hn : ψ ⬝ᵥ ψ = 1) :
    truncate S ψ ⬝ᵥ truncate S ψ = 1 - discardedWeight S ψ ∧
      truncate S ψ ⬝ᵥ ψ = 1 - discardedWeight S ψ := by
  have hs := Finset.sum_add_sum_compl S (fun i => ψ i ^ 2)
  have h1 : truncate S ψ ⬝ᵥ ψ = ∑ i ∈ S, ψ i ^ 2 := by
    simp [truncate, dotProduct, ite_mul, Finset.sum_ite_mem, pow_two]
  have h2 : truncate S ψ ⬝ᵥ truncate S ψ = truncate S ψ ⬝ᵥ ψ := by
    unfold dotProduct
    refine Finset.sum_congr rfl fun i _ => ?_
    by_cases h : i ∈ S <;> simp [truncate, h]
  have h3 : ψ ⬝ᵥ ψ = ∑ i, ψ i ^ 2 := by simp [dotProduct, pow_two]
  have h4 : truncate S ψ ⬝ᵥ ψ = 1 - discardedWeight S ψ := by
    unfold discardedWeight
    linarith
  exact ⟨h2.trans h4, h4⟩
```

Expanding the square of $\eta$ then gives

$$\langle\eta,\eta\rangle=(1-w)-2(1-w)^2+(1-w)^2=(1-w)w.$$

```lean
/-- For a unit vector with discarded weight `w`, the contaminant has squared norm
`(1 - w) w`. -/
theorem contaminant_norm (S : Finset n) {ψ : n → ℝ} (hn : ψ ⬝ᵥ ψ = 1) :
    contaminant S ψ ⬝ᵥ contaminant S ψ
      = (1 - discardedWeight S ψ) * discardedWeight S ψ := by
  obtain ⟨h1, h2⟩ := truncate_norm_and_overlap S hn
  have h3 : ψ ⬝ᵥ truncate S ψ = 1 - discardedWeight S ψ := by
    rw [dotProduct_comm, h2]
  simp only [contaminant, sub_dotProduct, dotProduct_sub, smul_dotProduct, dotProduct_smul,
    smul_eq_mul, h1, h2, h3, hn]
  ring
```

Without normalisation, rescaling $\psi$ changes $w$ but not the energy. Take $H=\tfrac12\begin{pmatrix}1&-1\\-1&1\end{pmatrix}$, $E=0$, $M=1$ and $\psi=(1/2,1/2)$. Keeping the first determinant gives error $1/2$, while the sum of discarded squares is only $1/4$.

## Some weight must be retained

For a unit vector, $w<1$ (`hw`) means that $\varphi\ne0$. This permits division by $\langle\varphi,\varphi\rangle=1-w$. Using the shift with $c=1-w$,

$$\frac{\langle\varphi,H\varphi\rangle}{\langle\varphi,\varphi\rangle}-E=\frac{\langle\varphi,(H-E)\varphi\rangle}{1-w}=\frac{\langle\eta,(H-E)\eta\rangle}{1-w}.$$

This is an exact identity for the error. The proof rewrites with the shift and the norm, and `hne` supplies the nonzero denominator.

```lean
/-- For symmetric `H` and a unit eigenvector of energy `E` with discarded weight below `1`, the
energy error of the truncated vector equals the quadratic form of `H - E` in the contaminant,
divided by the retained weight. -/
theorem energy_error_eq {H : Matrix n n ℝ} (hH : H.IsSymm) {ψ : n → ℝ} {E : ℝ}
    (hψ : H *ᵥ ψ = E • ψ) (hn : ψ ⬝ᵥ ψ = 1) (S : Finset n) (hw : discardedWeight S ψ < 1) :
    energy H (truncate S ψ) - E
      = (contaminant S ψ ⬝ᵥ H *ᵥ contaminant S ψ
          - E * (contaminant S ψ ⬝ᵥ contaminant S ψ)) / (1 - discardedWeight S ψ) := by
  have hne : 1 - discardedWeight S ψ ≠ 0 := by linarith
  have hshift := quadratic_form_shift hH hψ (truncate S ψ) (1 - discardedWeight S ψ)
  unfold contaminant energy
  rw [hshift, (truncate_norm_and_overlap S hn).1, sub_div, mul_div_assoc, div_self hne, mul_one]
```

If $\psi=(0,1)$ and only the first determinant is kept, then $w=1$, $\varphi=0$, and there is no state whose energy could be compared with $E$.

## A ceiling on the spectrum

The number $M$ in `hM` is any upper bound on the energies available in the finite determinant space; the smallest choice is the highest eigenvalue of $H$. It limits how much energy the contaminant can carry:

$$\frac{\langle\eta,(H-E)\eta\rangle}{1-w}\le\frac{(M-E)\langle\eta,\eta\rangle}{1-w}=(M-E)w.$$

The proof applies `hM` to the contaminant, multiplies through by the positive denominator and inserts the norm.

```lean
/-- If `H` is symmetric and bounded above by `M`, truncating a unit eigenvector of energy `E` with
discarded weight `w < 1` raises the energy by at most `(M - E) w`. -/
theorem truncation_error_le {H : Matrix n n ℝ} (hH : H.IsSymm) {ψ : n → ℝ} {E M : ℝ}
    (hM : ∀ x : n → ℝ, x ⬝ᵥ H *ᵥ x ≤ M * (x ⬝ᵥ x))
    (hψ : H *ᵥ ψ = E • ψ) (hn : ψ ⬝ᵥ ψ = 1) (S : Finset n) (hw : discardedWeight S ψ < 1) :
    energy H (truncate S ψ) - E ≤ (M - E) * discardedWeight S ψ := by
  have hb := hM (contaminant S ψ)
  rw [energy_error_eq hH hψ hn S hw, div_le_iff₀ (by linarith)]
  rw [contaminant_norm S hn] at hb ⊢
  linarith
```

With a lower bound $m$ on $H$ the same argument gives error at least $(m-E)w$. For a ground state one may take $m=E$, and the error is nonnegative; for an excited state it can be negative.

```lean
/-- If `H` is symmetric and bounded below by `m`, the energy error from truncating a unit
eigenvector of energy `E` with discarded weight `w < 1` is at least `(m - E) w`. -/
theorem le_truncation_error {H : Matrix n n ℝ} (hH : H.IsSymm) {ψ : n → ℝ} {E m : ℝ}
    (hm : ∀ x : n → ℝ, m * (x ⬝ᵥ x) ≤ x ⬝ᵥ H *ᵥ x)
    (hψ : H *ᵥ ψ = E • ψ) (hn : ψ ⬝ᵥ ψ = 1) (S : Finset n) (hw : discardedWeight S ψ < 1) :
    (m - E) * discardedWeight S ψ ≤ energy H (truncate S ψ) - E := by
  have hb := hm (contaminant S ψ)
  rw [energy_error_eq hH hψ hn S hw, le_div_iff₀ (by linarith)]
  rw [contaminant_norm S hn] at hb ⊢
  linarith
```

The bound with the extra denominator follows by comparison:

$$\frac{(M-E)w}{1-w}-(M-E)w=\frac{(M-E)w^2}{1-w}\ge0.$$

Here $E\le M$ comes from putting $x=\psi$ in the ceiling condition, and $w\ge0$ because it is a sum of squares. The difference is positive if $w>0$ and $E<M$. The two `nlinarith` calls receive the product $(M-E)w^2$ in its nonnegative and positive forms.

```lean
/-- If `H` is symmetric and bounded above by `M`, the energy error from truncating a unit
eigenvector of energy `E` with discarded weight `w < 1` is at most `(M - E) w / (1 - w)`, and
strictly smaller when some weight is discarded and `E < M`. -/
theorem truncation_error_le_weight_ratio {H : Matrix n n ℝ} (hH : H.IsSymm) {ψ : n → ℝ}
    {E M : ℝ} (hM : ∀ x : n → ℝ, x ⬝ᵥ H *ᵥ x ≤ M * (x ⬝ᵥ x))
    (hψ : H *ᵥ ψ = E • ψ) (hn : ψ ⬝ᵥ ψ = 1) (S : Finset n) (hw : discardedWeight S ψ < 1) :
    energy H (truncate S ψ) - E
        ≤ (M - E) * discardedWeight S ψ / (1 - discardedWeight S ψ) ∧
      (0 < discardedWeight S ψ → E < M → energy H (truncate S ψ) - E
        < (M - E) * discardedWeight S ψ / (1 - discardedWeight S ψ)) := by
  have hmain := truncation_error_le hH hM hψ hn S hw
  have hw0 : 0 ≤ discardedWeight S ψ := Finset.sum_nonneg fun i _ => sq_nonneg (ψ i)
  have hpos : 0 < 1 - discardedWeight S ψ := by linarith
  -- the eigenvalue itself is at most the upper bound
  have hEM : E ≤ M := by
    have h := hM ψ
    rw [hψ, dotProduct_smul, hn, smul_eq_mul] at h
    linarith
  constructor
  · refine hmain.trans ?_
    rw [le_div_iff₀ hpos]
    nlinarith [mul_nonneg (mul_nonneg (sub_nonneg.2 hEM) hw0) hw0]
  · intro hw1 hlt
    refine hmain.trans_lt ?_
    rw [lt_div_iff₀ hpos]
    nlinarith [mul_pos (mul_pos (sub_pos.2 hlt) hw1) hw1]
```

If $M$ is not a true ceiling, the bound can fail. The matrix $\tfrac12\begin{pmatrix}1&-1\\-1&1\end{pmatrix}$ has eigenvalues $0$ and $1$. With $\psi=(1,1)/\sqrt2$, $E=0$ and the false ceiling $M=1/2$, keeping the first determinant gives error $1/2$, while $(M-E)w=1/4$.

## Two levels that attain the linear bound

Let $c^2+s^2=1$ with $c\ne0$, and let $E\le M$. The following Hamiltonian has eigenvector $(c,s)$ at energy $E$ and eigenvector $(-s,c)$ at energy $M$.

```lean
/-- The two-determinant Hamiltonian `E |ψ⟩⟨ψ| + M |χ⟩⟨χ|` with `ψ = (c, s)` and
`χ = (-s, c)`. -/
def twoLevel (E M c s : ℝ) : Matrix (Fin 2) (Fin 2) ℝ :=
  !![E * c ^ 2 + M * s ^ 2, (E - M) * c * s; (E - M) * c * s, E * s ^ 2 + M * c ^ 2]
```

Keeping the first determinant, index `0` in Lean, gives $\varphi=(c,0)$, which normalises to $(\pm1,0)$. Its energy is the first diagonal entry,

$$Ec^2+Ms^2=E+(M-E)s^2,$$

and $w=s^2$, so the error equals $(M-E)w$. The contaminant is $-cs\,(-s,c)$, which lies entirely in the upper level.

The theorem verifies every hypothesis as well as the equality. For the ceiling it uses

$$\langle x,Hx\rangle=M\langle x,x\rangle-(M-E)(cx_0+sx_1)^2.$$

The last part computes the numerator and denominator of the energy separately, then cancels $c^2$.

```lean
/-- The two-level Hamiltonian with unit eigenvector `(c, s)`, truncated to its first determinant,
meets all hypotheses of the bound `(M - E) w` and attains it, with `w = s²`. -/
theorem truncation_error_sharp_witness {E M c s : ℝ} (hEM : E ≤ M) (h : c ^ 2 + s ^ 2 = 1)
    (hc : c ≠ 0) :
    (twoLevel E M c s).IsSymm ∧
      (∀ x : Fin 2 → ℝ, x ⬝ᵥ twoLevel E M c s *ᵥ x ≤ M * (x ⬝ᵥ x)) ∧
      twoLevel E M c s *ᵥ ![c, s] = E • ![c, s] ∧
      ![c, s] ⬝ᵥ ![c, s] = 1 ∧
      discardedWeight {0} ![c, s] = s ^ 2 ∧ s ^ 2 < 1 ∧
      energy (twoLevel E M c s) (truncate {0} ![c, s]) - E = (M - E) * s ^ 2 := by
  refine ⟨?_, ?_, ?_, ?_, ?_, ?_, ?_⟩
  · refine Matrix.IsSymm.ext fun i j => ?_
    fin_cases i <;> fin_cases j <;> simp [twoLevel]
  · intro x
    -- the gap to the upper bound is a multiple of the squared overlap with `(c, s)`
    have hx : x ⬝ᵥ twoLevel E M c s *ᵥ x
        = M * (x ⬝ᵥ x) - (M - E) * (c * x 0 + s * x 1) ^ 2 := by
      simp [twoLevel, Matrix.mulVec, dotProduct, Fin.sum_univ_two]
      linear_combination M * (x 0 ^ 2 + x 1 ^ 2) * h
    rw [hx]
    linarith [mul_nonneg (sub_nonneg.2 hEM) (sq_nonneg (c * x 0 + s * x 1))]
  · ext i
    fin_cases i
    · simp [twoLevel, Matrix.mulVec, dotProduct, Fin.sum_univ_two]
      linear_combination E * c * h
    · simp [twoLevel, Matrix.mulVec, dotProduct, Fin.sum_univ_two]
      linear_combination E * s * h
  · simp [dotProduct, Fin.sum_univ_two]
    linear_combination h
  · have hS : ({0} : Finset (Fin 2))ᶜ = {1} := by decide
    simp [discardedWeight, hS]
  · have hc2 : 0 < c ^ 2 := by positivity
    linarith
  · have hφ : truncate {0} ![c, s] = ![c, 0] := by
      ext i
      fin_cases i <;> simp [truncate]
    have hnum : ![c, 0] ⬝ᵥ twoLevel E M c s *ᵥ ![c, 0]
        = (E * c ^ 2 + M * s ^ 2) * (c * c) := by
      simp [twoLevel, Matrix.mulVec, dotProduct, Fin.sum_univ_two]
      ring
    have hden : ![c, 0] ⬝ᵥ ![c, 0] = c * c := by
      simp [dotProduct, Fin.sum_univ_two]
    rw [energy, hφ, hnum, hden, mul_div_assoc, div_self (mul_ne_zero hc hc)]
    linear_combination E * h

end

end TruncatedCIEnergy
```

```lean
#print axioms TruncatedCIEnergy.le_truncation_error
#print axioms TruncatedCIEnergy.truncation_error_le_weight_ratio
```

```
'TruncatedCIEnergy.le_truncation_error' depends on axioms: [propext, Classical.choice, Quot.sound]
'TruncatedCIEnergy.truncation_error_le_weight_ratio' depends on axioms: [propext, Classical.choice, Quot.sound]
```
